# A large enough occupied–virtual relaxation term drives relaxed MP2 occupations below 0 and above 2

Take one doubly occupied orbital and one virtual orbital. Correlation moves a population \(\alpha\) from the first to the second, and orbital relaxation adds an off-diagonal element \(z\):

\[
P=\begin{pmatrix}2-\alpha & z\\ z & \alpha\end{pmatrix},\qquad
\mu_\pm = 1\pm\sqrt{(1-\alpha)^2+z^2}.
\]

The trace is 2 whatever \(z\) is. Yet \(\mu_-<0\) and \(\mu_+>2\) as soon as \(z^2>\alpha(2-\alpha)\). For \(\alpha=0.02\) this happens at \(|z|\approx 0.2\). If \(z=g/h\), where \(h\) measures the curvature of the Hartree–Fock energy along the rotation of the two orbitals into each other, and \(\alpha\) and \(g\neq0\) stay fixed, the two occupations run off to \(\mp\infty\) as \(h\to0^+\).

The same mechanism works in any finite orbital space, because a single occupied–virtual pair serves as a trial vector for the full matrix.

## Real orbitals in a finite orthonormal basis

Let \(i\) label occupied and \(a\) virtual orbitals. The closed-shell relaxed density is

\[
P=\begin{pmatrix}2I-A & Z\\ Z^T & B\end{pmatrix},
\]

where \(A\) is the depletion of the occupied block, \(B\) the population of the virtual block and \(Z\) the relaxation part. In Lean the index types `o` and `v` are the two orbital sets, and `o ⊕ v` is the whole basis. Natural occupations are the real numbers \(\mu\) with \(Px=\mu x\) for some \(x\neq0\), collected in a set without multiplicities. Reading them as occupations presumes orthonormal orbitals.

\(A\) and \(B\) are arbitrary matrices here; they are not built from MP2 amplitudes. The results therefore bear on relaxed MP2 densities, and on reading their natural occupations near an orbital instability, only through this finite, real block form.

```lean
import Mathlib

open Matrix Filter Topology

namespace RelaxedDensityOccupations

noncomputable section

variable {n o v : Type*} [Fintype n] [DecidableEq n] [Fintype o] [DecidableEq o]
  [Fintype v] [DecidableEq v]

/-- The relaxed one-particle density: occupied block `2 - A`, virtual block `B`, and the
orbital-relaxation part `Z` coupling occupied and virtual orbitals. -/
def relaxedDensity (A : Matrix o o ℝ) (B : Matrix v v ℝ) (Z : Matrix o v ℝ) :
    Matrix (o ⊕ v) (o ⊕ v) ℝ :=
  fromBlocks ((2 : ℝ) • (1 : Matrix o o ℝ) - A) Z Zᵀ B

/-- The natural occupation numbers of a density matrix: its real eigenvalues. -/
def occupations (P : Matrix n n ℝ) : Set ℝ :=
  {μ | ∃ x : n → ℝ, x ≠ 0 ∧ P *ᵥ x = μ • x}
```

## Symmetric blocks

Symmetry of \(A\) and \(B\) makes \(P\) symmetric, as a real one-particle density should be. By hand it supplies an orthonormal eigenbasis \(u_j\) with eigenvalues \(\mu_j\). Writing \(x=\sum_j c_ju_j\),

\[
x^TPx=\sum_j\mu_jc_j^2 .
\]

If every \(\mu_j\ge c\), then \(x^TPx\ge c\,x^Tx\). So a trial vector with \(x^TPx<c\,x^Tx\) forces an eigenvalue below \(c\).

The proof of `exists_occupation_lt` assumes that no such eigenvalue exists and shifts the matrix to \(P-cI\). Each eigenvalue of the shifted matrix, increased by \(c\), is an occupation of \(P\), so none is negative and \(P-cI\) is positive semidefinite. That contradicts the trial vector. The upper version applies the lower one to \(-P\).

```lean
/-- For a real symmetric matrix, a trial vector whose expectation value lies below `c` forces an
eigenvalue below `c`. -/
theorem exists_occupation_lt {P : Matrix n n ℝ} (hP : P.IsSymm) (x : n → ℝ) (c : ℝ)
    (hx : x ⬝ᵥ P *ᵥ x < c * (x ⬝ᵥ x)) : ∃ μ ∈ occupations P, μ < c := by
  have hN : (P - c • (1 : Matrix n n ℝ)).IsHermitian := by
    rw [Matrix.IsHermitian, conjTranspose_eq_transpose_of_trivial, transpose_sub,
      transpose_smul, transpose_one, hP.eq]
  by_contra hcon
  have hall : ∀ μ ∈ occupations P, c ≤ μ := fun μ hμ =>
    le_of_not_gt fun hlt => hcon ⟨μ, hμ, hlt⟩
  -- otherwise the shifted matrix would be positive semidefinite
  have hpos : (P - c • (1 : Matrix n n ℝ)).PosSemidef := by
    refine hN.posSemidef_iff_eigenvalues_nonneg.mpr (fun j => ?_)
    have hv := hN.mulVec_eigenvectorBasis j
    rw [sub_mulVec, smul_mulVec, one_mulVec] at hv
    have hc : c ≤ hN.eigenvalues j + c := by
      refine hall _ ⟨(hN.eigenvectorBasis j).ofLp, ?_, ?_⟩
      · intro h0
        apply hN.eigenvectorBasis.orthonormal.ne_zero j
        ext k
        exact congrFun h0 k
      · rw [add_smul, ← hv, sub_add_cancel]
    show (0 : ℝ) ≤ hN.eigenvalues j
    linarith
  have h := hpos.dotProduct_mulVec_nonneg x
  rw [star_trivial, sub_mulVec, smul_mulVec, one_mulVec, dotProduct_sub, dotProduct_smul,
    smul_eq_mul] at h
  linarith

/-- For a real symmetric matrix, a trial vector whose expectation value lies above `c` forces an
eigenvalue above `c`. -/
theorem exists_occupation_gt {P : Matrix n n ℝ} (hP : P.IsSymm) (x : n → ℝ) (c : ℝ)
    (hx : c * (x ⬝ᵥ x) < x ⬝ᵥ P *ᵥ x) : ∃ μ ∈ occupations P, c < μ := by
  have hN : (-P).IsSymm := by
    rw [Matrix.IsSymm, transpose_neg, hP.eq]
  obtain ⟨μ, ⟨y, hy, hμ⟩, hlt⟩ := exists_occupation_lt hN x (-c) (by
    rw [neg_mulVec, dotProduct_neg]; linarith)
  refine ⟨-μ, ⟨y, hy, ?_⟩, by linarith⟩
  rw [neg_smul, ← hμ, neg_mulVec, neg_neg]
```

Without symmetry the conclusion about negative occupations can fail. Take

\[
A=\begin{pmatrix}0&3\\-3&0\end{pmatrix},\quad B=(1),\quad Z=\begin{pmatrix}2\\0\end{pmatrix}.
\]

Then \(Z_{ia}^2=4>2=(2-A_{ii})B_{aa}\) for the first occupied orbital, but for \(m\ge0\)

\[
\det(P+mI)=(1+m)\bigl((2+m)^2+9\bigr)-4(2+m)>0,
\]

so \(P\) has no negative real eigenvalue.

Symmetry also ensures that a smallest and a largest occupation exist, provided there is at least one orbital. A finite matrix has finitely many eigenvalues, and the variational lemma, applied to a unit vector with \(c\) one above its expectation value, shows that there is at least one.

```lean
/-- A real symmetric density matrix over a non-empty finite basis has a smallest and a largest
occupation number. -/
theorem exists_extreme_occupations [Nonempty n] {P : Matrix n n ℝ} (hP : P.IsSymm) :
    (∃ m, IsLeast (occupations P) m) ∧ ∃ m, IsGreatest (occupations P) m := by
  have hfin : (occupations P).Finite := by
    refine (Module.End.finite_hasEigenvalue (Matrix.toLin' P)).subset ?_
    rintro μ ⟨x, hx, hμ⟩
    exact Module.End.hasEigenvalue_of_hasEigenvector
      ⟨Module.End.mem_eigenspace_iff.mpr (by rw [Matrix.toLin'_apply, hμ]), hx⟩
  have hne : (occupations P).Nonempty := by
    obtain ⟨k⟩ := ‹Nonempty n›
    let x : n → ℝ := Pi.single k 1
    have hx : x ⬝ᵥ x = 1 := by simp [x]
    obtain ⟨μ, hμ, -⟩ := exists_occupation_lt hP x (x ⬝ᵥ P *ᵥ x + 1) (by
      rw [hx]; linarith)
    exact ⟨μ, hμ⟩
  obtain ⟨m, hm, hmin⟩ := Set.exists_min_image _ id hfin hne
  obtain ⟨M, hM, hmax⟩ := Set.exists_max_image _ id hfin hne
  exact ⟨⟨m, hm, fun y hy => hmin y hy⟩, ⟨M, hM, fun y hy => hmax y hy⟩⟩
```

## Equal traces

The condition \(\operatorname{tr}A=\operatorname{tr}B\) says that correlation moves electrons between the blocks without creating or destroying any. Since \(Z\) does not touch the diagonal,

\[
\operatorname{tr}P=2N_{\rm occ}-\operatorname{tr}A+\operatorname{tr}B=2N_{\rm occ},
\]

where \(N_{\rm occ}\) is the number of occupied orbitals, `Fintype.card o`. The proof splits the trace over the two blocks and substitutes `hAB`. Without the condition, the electron count is off by \(\operatorname{tr}B-\operatorname{tr}A\). None of the other theorems uses it, so a correct trace is no evidence that the occupations lie between 0 and 2.

```lean
omit [DecidableEq v] in
/-- If the occupied depletion and the virtual population have equal traces, the relaxed density
has trace twice the number of occupied orbitals. -/
theorem trace_relaxedDensity {A : Matrix o o ℝ} {B : Matrix v v ℝ} (Z : Matrix o v ℝ)
    (hAB : A.trace = B.trace) :
    (relaxedDensity A B Z).trace = 2 * (Fintype.card o : ℝ) := by
  have hsplit : (relaxedDensity A B Z).trace
      = ((2 : ℝ) • (1 : Matrix o o ℝ) - A).trace + B.trace := by
    simp only [relaxedDensity, Matrix.trace, Fintype.sum_sum_type, Matrix.diag_apply,
      fromBlocks_apply₁₁, fromBlocks_apply₂₂]
  rw [hsplit, trace_sub, trace_smul, trace_one, smul_eq_mul, hAB]
  ring
```

## A relaxation element above the threshold

The hypothesis \(Z_{ia}^2>(2-A_{ii})B_{aa}\) compares the relaxation coupling of one pair with the populations of its two orbitals. Let \(x\) have amplitude \(s\) on orbital \(i\), \(t\) on orbital \(a\), and zero elsewhere. Then

\[
x^Tx=s^2+t^2,\qquad
x^TPx=(2-A_{ii})s^2+2Z_{ia}st+B_{aa}t^2 .
\]

The vector is `pair i a s t`; `pair_norm` and `pair_form` are these two formulas, and `density_symm` passes the symmetry of the blocks on to \(P\).

```lean
omit [Fintype o] [Fintype v] [DecidableEq v] in
private lemma density_symm {A : Matrix o o ℝ} {B : Matrix v v ℝ} (hA : A.IsSymm)
    (hB : B.IsSymm) (Z : Matrix o v ℝ) : (relaxedDensity A B Z).IsSymm := by
  rw [Matrix.IsSymm, relaxedDensity, fromBlocks_transpose, transpose_sub, transpose_smul,
    transpose_one, transpose_transpose, hA.eq, hB.eq]

private def pair (i : o) (a : v) (s t : ℝ) : o ⊕ v → ℝ :=
  Sum.elim (Pi.single i s) (Pi.single a t)

private lemma pair_norm (i : o) (a : v) (s t : ℝ) :
    pair i a s t ⬝ᵥ pair i a s t = s ^ 2 + t ^ 2 := by
  simp [pair, dotProduct, Fintype.sum_sum_type, Pi.single_apply, pow_two]

private lemma pair_form (A : Matrix o o ℝ) (B : Matrix v v ℝ) (Z : Matrix o v ℝ)
    (i : o) (a : v) (s t : ℝ) :
    pair i a s t ⬝ᵥ relaxedDensity A B Z *ᵥ pair i a s t
      = (2 - A i i) * s ^ 2 + 2 * Z i a * s * t + B a a * t ^ 2 := by
  simp only [pair, relaxedDensity, dotProduct, mulVec, Fintype.sum_sum_type, Sum.elim_inl,
    Sum.elim_inr, fromBlocks_apply₁₁, fromBlocks_apply₁₂, fromBlocks_apply₂₁,
    fromBlocks_apply₂₂, Pi.single_apply, mul_ite, ite_mul, mul_zero, zero_mul,
    Finset.sum_ite_eq', Finset.mem_univ, if_true, Matrix.sub_apply, Matrix.smul_apply,
    Matrix.one_apply_eq,
    transpose_apply, smul_eq_mul]
  ring
```

It remains to make the quadratic form negative. Write it as \(ps^2+2zst+qt^2\) with \(pq<z^2\).

- If \(q<0\), take \((s,t)=(0,1)\); the value is \(q\).
- If \(q=0\), then \(z\ne0\). Take \((s,t)=(z,-(p+1)/2)\); the value is \(-z^2\).
- If \(q>0\), take \((s,t)=(q,-z)\); the value is \(q(pq-z^2)<0\).

The lemma `form_neg` makes the same three choices.

```lean
private lemma form_neg {p q z : ℝ} (h : p * q < z ^ 2) :
    ∃ s t : ℝ, p * s ^ 2 + 2 * z * s * t + q * t ^ 2 < 0 := by
  rcases lt_trichotomy q 0 with hq | hq | hq
  · exact ⟨0, 1, by linarith⟩
  · subst hq
    exact ⟨z, -(p + 1) / 2, by linarith⟩
  · refine ⟨q, -z, ?_⟩
    have := mul_pos hq (sub_pos.mpr h)
    linarith
```

With \(p=2-A_{ii}\), \(q=B_{aa}\), \(z=Z_{ia}\), the variational lemma at \(c=0\) gives a negative occupation.

```lean
/-- If `A` and `B` are symmetric and `Z_ia² > (2 - A_ii) B_aa` for one occupied-virtual pair, the
relaxed density has a negative occupation number. -/
theorem exists_negative_occupation {A : Matrix o o ℝ} {B : Matrix v v ℝ} (hA : A.IsSymm)
    (hB : B.IsSymm) (Z : Matrix o v ℝ) (i : o) (a : v)
    (h : (2 - A i i) * B a a < Z i a ^ 2) :
    ∃ μ ∈ occupations (relaxedDensity A B Z), μ < 0 := by
  obtain ⟨s, t, hst⟩ := form_neg h
  apply exists_occupation_lt (density_symm hA hB Z) (pair i a s t)
  rw [pair_form]
  linarith
```

For an occupation above 2, subtract \(2x^Tx\):

\[
x^TPx-2x^Tx=-\bigl(A_{ii}s^2-2Z_{ia}st+(2-B_{aa})t^2\bigr).
\]

The bracket can be made negative when \(Z_{ia}^2>A_{ii}(2-B_{aa})\), which is `form_neg` with \(z=-Z_{ia}\).

```lean
/-- If `A` and `B` are symmetric and `Z_ia² > A_ii (2 - B_aa)` for one occupied-virtual pair, the
relaxed density has an occupation number above two. -/
theorem exists_occupation_above_two {A : Matrix o o ℝ} {B : Matrix v v ℝ} (hA : A.IsSymm)
    (hB : B.IsSymm) (Z : Matrix o v ℝ) (i : o) (a : v)
    (h : A i i * (2 - B a a) < Z i a ^ 2) :
    ∃ μ ∈ occupations (relaxedDensity A B Z), 2 < μ := by
  obtain ⟨s, t, hst⟩ := form_neg (z := -Z i a) (by rwa [neg_sq])
  apply exists_occupation_gt (density_symm hA hB Z) (pair i a s t)
  rw [pair_form, pair_norm]
  linarith
```

Without a threshold condition the occupations may be harmless: for \(A=B=0\) and \(Z=0\) they are 2 and 0. The conditions are sufficient for a given pair; in a larger basis, a negative occupation can also arise when no single pair meets its condition.

## Numbers that really are the extreme occupations

In the next theorem `lo` and `hi` are assumed to be the smallest and largest occupations, through `IsLeast` and `IsGreatest`. Such numbers exist, because the pair \(i,a\) makes the basis non-empty.

Choose \(\sigma=\pm1\) with \(\sigma Z_{ia}=|Z_{ia}|\). The normalised vectors with amplitudes \((1,\mp\sigma)/\sqrt2\) have expectation values

\[
\frac{2-A_{ii}+B_{aa}}2\mp|Z_{ia}| .
\]

The smallest occupation cannot exceed the lower value, nor can the largest fall short of the upper one. The code uses the unnormalised amplitudes \((1,\mp\sigma)\). If `lo` were above the lower value, the variational lemma with \(c\) equal to `lo` would produce an occupation below the least one; the upper bound is symmetric.

For an occupation that is not extreme the bounds can fail: an orbital decoupled from all others keeps its occupation however large \(Z_{ia}\) becomes.

```lean
/-- For symmetric `A` and `B`, the extreme occupation numbers lie at least `|Z_ia|` below and above
the mean of the two diagonal populations of the orbitals `i` and `a`. -/
theorem extreme_occupation_bounds {A : Matrix o o ℝ} {B : Matrix v v ℝ} (hA : A.IsSymm)
    (hB : B.IsSymm) (Z : Matrix o v ℝ) (i : o) (a : v) {lo hi : ℝ}
    (hlo : IsLeast (occupations (relaxedDensity A B Z)) lo)
    (hhi : IsGreatest (occupations (relaxedDensity A B Z)) hi) :
    lo ≤ (2 - A i i + B a a) / 2 - |Z i a| ∧ (2 - A i i + B a a) / 2 + |Z i a| ≤ hi := by
  -- the relative sign of the two orbitals is chosen to match the sign of `Z_ia`
  obtain ⟨σ, hσ, hZ⟩ : ∃ σ : ℝ, σ ^ 2 = 1 ∧ Z i a * σ = |Z i a| := by
    rcases le_total 0 (Z i a) with h | h
    · exact ⟨1, by norm_num, by rw [abs_of_nonneg h, mul_one]⟩
    · exact ⟨-1, by norm_num, by rw [abs_of_nonpos h]; ring⟩
  constructor
  · by_contra hcon
    obtain ⟨μ, hμ, hlt⟩ := exists_occupation_lt (density_symm hA hB Z) (pair i a 1 (-σ)) lo (by
      rw [pair_form, pair_norm, neg_sq, hσ]; linarith)
    exact absurd (hlo.2 hμ) (not_le_of_gt hlt)
  · by_contra hcon
    obtain ⟨μ, hμ, hlt⟩ := exists_occupation_gt (density_symm hA hB Z) (pair i a 1 σ) hi (by
      rw [pair_form, pair_norm, hσ]; linarith)
    exact absurd (hhi.2 hμ) (not_le_of_gt hlt)
```

## A gradient along a mode of non-zero curvature

Let \(L\) be the orbital Hessian of the Hartree–Fock energy, a linear map on occupied–virtual matrices, and \(G\) the orbital gradient of the correlation energy. The Z-vector equation is taken as \(LZ=G\); the opposite sign convention flips \(Z\) and changes none of the bounds. If \(LG=hG\), then

\[
L(G/h)=\frac1h\,LG=G ,
\]

which uses \(h\neq0\) to cancel the factor, as `inv_mul_cancel₀ hh` does in the proof. The number \(h\) is the curvature of the Hartree–Fock energy along the mode, up to a positive factor set by convention, and a small positive \(h\) signals a nearby instability within closed-shell Hartree–Fock. The triplet instability towards unrestricted Hartree–Fock belongs to a different Hessian and does not enter this equation. At \(h=0\) a symmetric \(L\) leaves no solution for \(G\neq0\), since \(G\cdot G=G\cdot LZ=LG\cdot Z=0\) would follow.

```lean
omit [Fintype o] [DecidableEq o] [Fintype v] [DecidableEq v] in
/-- If the orbital Hessian `L` maps the orbital gradient `G` to `h G` with `h ≠ 0`, then `G / h`
solves the Z-vector equation `L Z = G`. -/
theorem zvector_of_mode (L : Matrix o v ℝ →ₗ[ℝ] Matrix o v ℝ) {G : Matrix o v ℝ} {h : ℝ}
    (hh : h ≠ 0) (hG : L G = h • G) : L (h⁻¹ • G) = G := by
  rw [map_smul, hG, smul_smul, inv_mul_cancel₀ hh, one_smul]
```

## A soft mode that couples the pair, with fixed correlation blocks

Now set \(Z=G/h\) with \(h>0\), the stable side of the instability. The previous bounds become

\[
\mu_{\min}(h)\le\frac{2-A_{ii}+B_{aa}}2-\frac{|G_{ia}|}h,\qquad
\mu_{\max}(h)\ge\frac{2-A_{ii}+B_{aa}}2+\frac{|G_{ia}|}h .
\]

Since \(G_{ia}\neq0\), the last terms diverge as \(h\to0^+\), and the occupations follow by comparison. In Lean the one-sided limit is `𝓝[>] 0`, `hdiv` is the divergence of \(|G_{ia}|/h\), and `tendsto_atBot_mono'` and `tendsto_atTop_mono'` make the comparison.

If \(G=0\), then \(Z=0\) and the occupations do not depend on \(h\). Keeping \(A\) and \(B\) fixed is an idealisation: the argument tolerates diagonal elements that vary but stay bounded, whereas a \(B_{aa}\) growing faster than \(1/h\) would spoil the lower estimate.

```lean
/-- For `Z = G / h` with `G_ia ≠ 0` and fixed symmetric `A`, `B`, the smallest occupation number
tends to minus infinity and the largest to plus infinity as `h` tends to zero from above. -/
theorem occupations_diverge {A : Matrix o o ℝ} {B : Matrix v v ℝ} (hA : A.IsSymm)
    (hB : B.IsSymm) (G : Matrix o v ℝ) (i : o) (a : v) (hG : G i a ≠ 0) (lo hi : ℝ → ℝ)
    (hlo : ∀ h > 0, IsLeast (occupations (relaxedDensity A B (h⁻¹ • G))) (lo h))
    (hhi : ∀ h > 0, IsGreatest (occupations (relaxedDensity A B (h⁻¹ • G))) (hi h)) :
    Tendsto lo (𝓝[>] 0) atBot ∧ Tendsto hi (𝓝[>] 0) atTop := by
  have hdiv : Tendsto (fun h : ℝ => |G i a| * h⁻¹) (𝓝[>] 0) atTop :=
    Tendsto.const_mul_atTop (abs_pos.mpr hG) tendsto_inv_nhdsGT_zero
  have habs : ∀ h : ℝ, 0 < h → |(h⁻¹ • G) i a| = |G i a| * h⁻¹ := fun h hh => by
    rw [Matrix.smul_apply, smul_eq_mul, abs_mul, abs_of_pos (inv_pos.mpr hh), mul_comm]
  constructor
  · refine tendsto_atBot_mono' _ ?_ (tendsto_atBot_add_const_left _
      ((2 - A i i + B a a) / 2) (tendsto_neg_atTop_atBot.comp hdiv))
    filter_upwards [self_mem_nhdsWithin] with h hh
    have hb := (extreme_occupation_bounds hA hB _ i a (hlo h hh) (hhi h hh)).1
    rw [habs h hh] at hb
    simpa [sub_eq_add_neg] using hb
  · refine tendsto_atTop_mono' _ ?_ (tendsto_atTop_add_const_left _
      ((2 - A i i + B a a) / 2) hdiv)
    filter_upwards [self_mem_nhdsWithin] with h hh
    have hb := (extreme_occupation_bounds hA hB _ i a (hlo h hh) (hhi h hh)).2
    rwa [habs h hh] at hb

end

end RelaxedDensityOccupations
```

A more detailed model would take a symmetric Hessian \(L_h\) with a normalised soft mode \(u\) and a general gradient \(G\). The solution would then be \(Z=(u\cdot G/h)\,u+R_h\), where \(R_h\) comes from the other modes. The condition \(G_{ia}\neq0\) would become \((u\cdot G)\,u_{ia}\neq0\), and a further assumption would be needed to keep \(R_h\) bounded, such as a gap between the remaining curvatures and zero. The version proved here avoids that assumption by placing the whole gradient along the soft mode.

```lean
#print axioms RelaxedDensityOccupations.exists_negative_occupation
#print axioms RelaxedDensityOccupations.exists_occupation_above_two
#print axioms RelaxedDensityOccupations.zvector_of_mode
#print axioms RelaxedDensityOccupations.occupations_diverge
```

```
'RelaxedDensityOccupations.exists_negative_occupation' depends on axioms: [propext, Classical.choice, Quot.sound]
'RelaxedDensityOccupations.exists_occupation_above_two' depends on axioms: [propext, Classical.choice, Quot.sound]
'RelaxedDensityOccupations.zvector_of_mode' depends on axioms: [propext, Classical.choice, Quot.sound]
'RelaxedDensityOccupations.occupations_diverge' depends on axioms: [propext, Classical.choice, Quot.sound]
```
